# In a one-mode model, the high-temperature asymptote of the band gap reveals the zero-point shift

The band gap of many semiconductors shrinks on heating. It falls almost linearly at high temperature and flattens out at low temperature. If the straight part is extended back to $T=0$, it meets the energy axis above the gap measured in the cold crystal. What does the difference measure?

The model here has a single harmonic phonon mode of angular frequency $\omega$, with characteristic temperature $\theta=\hbar\omega/k_B$. The thermal mean-square displacement of such a mode is proportional to $\coth(\theta/(2T))$. If the gap responds in proportion to it, then

$$E(T)=E_0-A\coth\frac{\theta}{2T},\qquad \coth x=\frac{\cosh x}{\sinh x}.$$

Here $E_0$ is the gap without the phonon contribution, and $A$ is an energy that stands for the strength of the electron–phonon coupling. A positive $A$ makes the gap shrink on heating. The form of $E(T)$ is assumed, not derived from a Hamiltonian, and $E_0$, $A$ and $\theta$ do not depend on temperature. Thermal expansion and further modes are left out.

In Lean all these quantities are real numbers, with $T$ and $\theta$ in the same unit and $E_0$ and $A$ in the same unit.

```lean
import Mathlib

open Filter Topology

namespace PhononGapExtrapolation

noncomputable section

/-- The hyperbolic cotangent. -/
def coth (x : ℝ) : ℝ := Real.cosh x / Real.sinh x
```

The function `gap E0 A θ T` is $E(T)$ with its parameters written out.

```lean
/-- The band gap at temperature `T`, coupled with strength `A` to one phonon mode of
characteristic temperature `θ`. -/
def gap (E0 A θ T : ℝ) : ℝ := E0 - A * coth (θ / (2 * T))
```

The mean number of phonons in the mode is the Bose–Einstein occupation $n(T)=1/(e^{\theta/T}-1)$.

```lean
/-- The Bose-Einstein occupation of a phonon mode of characteristic temperature `θ`. -/
def phononOccupation (θ T : ℝ) : ℝ := 1 / (Real.exp (θ / T) - 1)
```

## (a) Comparing sinh y with y cosh y

Show that for every $y>0$

$$\sinh y<y\cosh y .$$

Let $f(t)=t\cosh t-\sinh t$. Then $f(0)=0$ and

$$f'(t)=\cosh t+t\sinh t-\cosh t=t\sinh t,$$

which is positive for $t>0$. So $f$ increases strictly on $[0,\infty)$, and $f(y)>f(0)=0$.

In the proof, `hd` is the derivative and `hm` the strict monotonicity. The latter needs a positive derivative only in the interior of the half-line, so the zero of $f'$ at $t=0$ does no harm.

```lean
/-- For positive `y`, `sinh y` is smaller than `y cosh y`. -/
theorem sinh_lt_mul_cosh {y : ℝ} (hy : 0 < y) : Real.sinh y < y * Real.cosh y := by
  -- the difference has derivative `x sinh x`, positive for positive `x`
  have hd : ∀ x : ℝ, HasDerivAt (fun t : ℝ => t * Real.cosh t - Real.sinh t)
      (x * Real.sinh x) x := by
    intro x
    have h := ((hasDerivAt_id' x).fun_mul (Real.hasDerivAt_cosh x)).fun_sub
      (Real.hasDerivAt_sinh x)
    exact h.congr_deriv (by ring)
  have hm : StrictMonoOn (fun t : ℝ => t * Real.cosh t - Real.sinh t) (Set.Ici 0) := by
    apply strictMonoOn_of_deriv_pos (convex_Ici 0)
    · exact fun x _ => (hd x).continuousAt.continuousWithinAt
    · intro x hx
      rw [interior_Ici] at hx
      have hx' : 0 < x := hx
      rw [(hd x).deriv]
      exact mul_pos hx' (Real.sinh_pos_iff.mpr hx')
  have h := hm (Set.mem_Ici.mpr le_rfl) (Set.mem_Ici.mpr hy.le) hy
  simp only [zero_mul, Real.sinh_zero, sub_zero] at h
  linarith
```

## (b) Two-sided bounds on coth

Show that for every $x>0$

$$\frac1x<\coth x\le\frac1x+\frac x2 .$$

For the lower bound, divide $\sinh x<x\cosh x$ by the positive number $x\sinh x$.

For the upper bound, put $y=x/2$ and multiply the inequality of part (a) by $\sinh y>0$:

$$\sinh^2y<y\sinh y\cosh y=\frac x4\sinh x .$$

Since $\cosh x=\cosh^2y+\sinh^2y=1+2\sinh^2y$, this gives $\cosh x<1+\frac x2\sinh x$. Divide by $\sinh x$ and use $\sinh x\ge x$:

$$\coth x<\frac1{\sinh x}+\frac x2\le\frac1x+\frac x2 .$$

In Lean, `h1`, `h2` and `h3` are the hyperbolic identities, `h4` is the multiplied inequality, and `hc` is the bound on $\cosh x$. The step `h5` replaces $1/\sinh x$ by $1/x$.

```lean
/-- For positive `x`, `coth x` exceeds `1/x` by at most `x/2`. -/
theorem coth_bounds {x : ℝ} (hx : 0 < x) :
    1 / x < coth x ∧ coth x ≤ 1 / x + x / 2 := by
  have hs : 0 < Real.sinh x := Real.sinh_pos_iff.mpr hx
  constructor
  · rw [coth, div_lt_div_iff₀ hx hs]
    linarith [sinh_lt_mul_cosh hx]
  · have hy : 0 < x / 2 := by positivity
    have e : 2 * (x / 2) = x := by ring
    -- half-angle formulas reduce the upper bound to the previous lemma
    have h1 := Real.cosh_two_mul (x / 2)
    have h2 := Real.sinh_two_mul (x / 2)
    have h3 := Real.cosh_sq (x / 2)
    rw [e] at h1 h2
    have h4 := mul_lt_mul_of_pos_left (sinh_lt_mul_cosh hy) (Real.sinh_pos_iff.mpr hy)
    have hc : Real.cosh x ≤ 1 + x / 2 * Real.sinh x := by
      rw [h1, h2]
      nlinarith [h3, h4]
    have h5 := one_div_le_one_div_of_le hx (Real.self_le_sinh_iff.mpr hx.le)
    have h6 : coth x ≤ 1 / Real.sinh x + x / 2 := by
      rw [coth, div_le_iff₀ hs, add_mul, one_div_mul_cancel hs.ne']
      exact hc
    linarith
```

## (c) The gap in terms of the phonon number

Show that for $\theta,T>0$

$$E(T)=E_0-A\,(1+2n(T)).$$

Write $u=e^{\theta/(2T)}$, so that $u^2=e^{\theta/T}>1$. Then

$$\coth\frac{\theta}{2T}=\frac{u+u^{-1}}{u-u^{-1}}=\frac{u^2+1}{u^2-1}=1+\frac{2}{u^2-1}=1+2n(T).$$

Inserting this in $E(T)$ gives the claim. The term $2n$ is the thermal part of the shift. The $1$ remains when no phonons are excited and comes from the zero-point motion, so the zero-point shift of the gap is $-A$, a lowering by $A$ when $A>0$.

The theorem holds for any real $E_0$ and $A$. Its steps `he` and `huv` state $e^{\theta/T}=u^2$ and $u\,u^{-1}=1$, `hD` secures the nonzero denominator, and `h2` is the identity for $\coth$.

```lean
/-- The gap is shifted by `-A (1 + 2n)`, where `n` is the phonon occupation. -/
theorem gap_eq_occupation (E0 A : ℝ) {θ T : ℝ} (hθ : 0 < θ) (hT : 0 < T) :
    gap E0 A θ T = E0 - A * (1 + 2 * phononOccupation θ T) := by
  have hy : 0 < θ / (2 * T) := by positivity
  have hs : Real.sinh (θ / (2 * T)) ≠ 0 := (Real.sinh_pos_iff.mpr hy).ne'
  have he : Real.exp (θ / T) = Real.exp (θ / (2 * T)) ^ 2 := by
    rw [pow_two, ← Real.exp_add]
    congr 1
    ring
  have hD : Real.exp (θ / (2 * T)) ^ 2 - 1 ≠ 0 := by
    have h : 1 < Real.exp (θ / T) := Real.one_lt_exp_iff.mpr (by positivity)
    rw [he] at h
    linarith
  have huv : Real.exp (θ / (2 * T)) * Real.exp (-(θ / (2 * T))) = 1 := by
    rw [← Real.exp_add, add_neg_cancel, Real.exp_zero]
  have h1 : 1 + 2 * (1 / (Real.exp (θ / (2 * T)) ^ 2 - 1)) =
      (Real.exp (θ / (2 * T)) ^ 2 + 1) / (Real.exp (θ / (2 * T)) ^ 2 - 1) := by
    rw [eq_div_iff hD]
    linear_combination 2 * one_div_mul_cancel hD
  have h2 : coth (θ / (2 * T)) = 1 + 2 * phononOccupation θ T := by
    rw [phononOccupation, he, h1, coth, div_eq_div_iff hs hD, Real.cosh_eq, Real.sinh_eq]
    linear_combination Real.exp (θ / (2 * T)) * huv
  rw [gap, h2]
```

## (d) Distance from a straight line

Show that for $A,\theta,T>0$ the gap lies strictly below a certain straight line, with an explicit bound on the distance:

$$0<\Bigl(E_0-\frac{2AT}{\theta}\Bigr)-E(T)\le\frac{A\theta}{4T}.$$

Set $x=\theta/(2T)$ in part (b). Then $1/x=2T/\theta$ and $x/2=\theta/(4T)$, so

$$\frac{2T}{\theta}<\coth\frac{\theta}{2T}\le\frac{2T}{\theta}+\frac{\theta}{4T}.$$

Multiply by $A>0$ and subtract $2AT/\theta$. The middle term becomes $A\coth(\theta/(2T))-2AT/\theta$, which is the distance in question. At $T=\theta$, for example, it is at most $A/4$.

The Lean statement is a conjunction: the first half says that the gap is below the line, the second bounds the distance. The proof inserts $x$ in `coth_bounds`, and `h1` and `h2` are the two inequalities multiplied by $A$.

```lean
/-- The gap lies strictly below the line `E0 - 2AT/θ`, by at most `Aθ/(4T)`. -/
theorem gap_linear_error (E0 : ℝ) {A θ T : ℝ} (hA : 0 < A) (hθ : 0 < θ) (hT : 0 < T) :
    gap E0 A θ T < E0 - 2 * A * T / θ ∧
      E0 - 2 * A * T / θ - gap E0 A θ T ≤ A * θ / (4 * T) := by
  have h := coth_bounds (x := θ / (2 * T)) (by positivity)
  have e1 : θ / (2 * T) / 2 = θ / (4 * T) := by ring
  rw [one_div_div, e1] at h
  have e2 : 2 * A * T / θ = A * (2 * T / θ) := by ring
  have e3 : A * θ / (4 * T) = A * (θ / (4 * T)) := by ring
  have h1 := mul_lt_mul_of_pos_left h.1 hA
  have h2 := mul_le_mul_of_nonneg_left h.2 hA.le
  rw [mul_add] at h2
  rw [e2, e3, gap]
  constructor <;> linarith
```

## (e) The two temperature limits

Show that for $\theta>0$ and any real $A$

$$\lim_{T\to\infty}\Bigl[E(T)-\Bigl(E_0-\frac{2AT}{\theta}\Bigr)\Bigr]=0,\qquad \lim_{T\to0^+}E(T)=E_0-A .$$

For the first limit, let $D(T)=\coth(\theta/(2T))-2T/\theta$. Part (d) with $A=1$ and $E_0=0$ gives $0<D(T)\le\theta/(4T)$, so $D(T)\to0$. The bracket equals $-A\,D(T)$ and therefore tends to zero whatever the sign of $A$.

For the second, $\theta/T\to\infty$ as $T\to0^+$. Hence $e^{\theta/T}-1\to\infty$ and $n(T)\to0$, and part (c) gives $E(T)\to E_0-A$.

In Lean, `atTop` stands for $T\to\infty$ and `𝓝[>] 0` for $T\to0$ through positive values. The squeeze is `h0`, the rescaling by $-A$ is `h1` and `h2`, and the vanishing phonon number is `hn`. The limit is one-sided because for $A\ne0$ the formula has a different limit, $E_0+A$, when $T$ tends to zero through negative values. The point $T=0$ itself is also left out: there Lean's convention for division by zero makes `gap E0 A θ 0` equal to $E_0$.

```lean
/-- At high temperature the gap approaches the line `E0 - 2AT/θ`; as the temperature tends
to zero from above it approaches `E0 - A`. -/
theorem gap_limits (E0 A : ℝ) {θ : ℝ} (hθ : 0 < θ) :
    Tendsto (fun T => gap E0 A θ T - (E0 - 2 * A * T / θ)) atTop (𝓝 0) ∧
      Tendsto (fun T => gap E0 A θ T) (𝓝[>] 0) (𝓝 (E0 - A)) := by
  constructor
  · -- squeeze the deviation for unit coupling, then rescale
    have hb : Tendsto (fun T : ℝ => 1 * θ / (4 * T)) atTop (𝓝 0) :=
      (tendsto_id.const_mul_atTop (by norm_num : (0 : ℝ) < 4)).const_div_atTop (1 * θ)
    have h0 : Tendsto (fun T : ℝ => 0 - 2 * 1 * T / θ - gap 0 1 θ T) atTop (𝓝 0) := by
      refine squeeze_zero' ?_ ?_ hb
      · filter_upwards [eventually_gt_atTop (0 : ℝ)] with T hT
        linarith [(gap_linear_error 0 one_pos hθ hT).1]
      · filter_upwards [eventually_gt_atTop (0 : ℝ)] with T hT
        exact (gap_linear_error 0 one_pos hθ hT).2
    have h1 := h0.const_mul A
    rw [mul_zero] at h1
    have h2 := h1.neg
    rw [neg_zero] at h2
    refine Tendsto.congr (fun T => ?_) h2
    unfold gap
    ring
  · -- the phonon mode freezes out
    have h1 : Tendsto (fun T : ℝ => θ / T) (𝓝[>] 0) atTop := by
      simpa only [div_eq_mul_inv] using tendsto_inv_nhdsGT_zero.const_mul_atTop hθ
    have h2 : Tendsto (fun T : ℝ => Real.exp (θ / T) - 1) (𝓝[>] 0) atTop := by
      simpa only [sub_eq_add_neg, Function.comp_def] using
        tendsto_atTop_add_const_right _ (-1 : ℝ) (Real.tendsto_exp_atTop.comp h1)
    have hn : Tendsto (fun T => phononOccupation θ T) (𝓝[>] 0) (𝓝 0) :=
      h2.const_div_atTop 1
    have h3 := (((hn.const_mul 2).const_add 1).const_mul A).const_sub E0
    rw [show E0 - A * (1 + 2 * 0) = E0 - A by ring] at h3
    refine h3.congr' ?_
    filter_upwards [self_mem_nhdsWithin] with T hT
    exact (gap_eq_occupation E0 A hθ hT).symm
```

## (f) Only one line fits at high temperature

Let $c$ and $s$ be real numbers, the intercept and slope of a line $c+sT$. Show that for $\theta>0$

$$\lim_{T\to\infty}\bigl[E(T)-(c+sT)\bigr]=0\iff c=E_0\ \text{ and }\ s\theta=-2A .$$

Suppose the limit on the left holds. Subtract the first limit of part (e) from it. The gap cancels, and

$$g(T)=(E_0-c)+\Bigl(-\frac{2A}{\theta}-s\Bigr)T\longrightarrow0 .$$

Then $g(T+1)-g(T)$ also tends to zero. This difference is the constant $-2A/\theta-s$, so the constant is zero and $s\theta=-2A$. Now $g(T)=E_0-c$ for all $T$, and its limit is zero only if $c=E_0$.

Conversely, if $c=E_0$ and $s=-2A/\theta$, the left side is the first limit of part (e).

In the limiting case $A=0$ the gap is constant, and the only asymptote is the horizontal line at $E_0$.

The Lean proof follows the same route: `g` is the affine function tending to zero, `g1` is its version at $T+1$, and `b0` and `a0` say that slope and intercept vanish, by uniqueness of limits.

```lean
/-- A line `c + sT` is asymptotic to the gap at high temperature exactly when its intercept
is `E0` and its slope satisfies `sθ = -2A`. -/
theorem asymptote_iff (E0 A c s : ℝ) {θ : ℝ} (hθ : 0 < θ) :
    Tendsto (fun T => gap E0 A θ T - (c + s * T)) atTop (𝓝 0) ↔
      c = E0 ∧ s * θ = -2 * A := by
  have hH := (gap_limits E0 A hθ).1
  constructor
  · intro h
    have g : Tendsto (fun T : ℝ => (E0 - c) + (-2 * A / θ - s) * T) atTop (𝓝 0) := by
      have h1 := h.sub hH
      rw [sub_zero] at h1
      exact h1.congr (fun T => by ring)
    -- comparing `T + 1` with `T` isolates the slope
    have g1 := g.comp (tendsto_atTop_add_const_right atTop (1 : ℝ) tendsto_id)
    have hb : Tendsto (fun _ : ℝ => -2 * A / θ - s) atTop (𝓝 0) := by
      have h1 := g1.sub g
      rw [sub_zero] at h1
      exact h1.congr (fun T => by simp only [Function.comp_apply, id]; ring)
    have b0 := tendsto_nhds_unique tendsto_const_nhds hb
    rw [b0] at g
    simp only [zero_mul, add_zero] at g
    have a0 := tendsto_nhds_unique tendsto_const_nhds g
    have hs : s = -2 * A / θ := by linarith
    exact ⟨by linarith, by rw [hs, div_mul_cancel₀ _ hθ.ne']⟩
  · rintro ⟨hc, hs⟩
    have hs' : s = -2 * A / θ := by rw [eq_div_iff hθ.ne']; exact hs
    exact hH.congr (fun T => by rw [hc, hs']; ring)
```

## (g) What the intercept reveals

Suppose a line $c+sT$ is asymptotic to the gap at high temperature, by whatever method it was found. Show that for $\theta>0$

$$\lim_{T\to0^+}\bigl[c-E(T)\bigr]=A .$$

By part (f), $c=E_0$. By part (e), $E(T)\to E_0-A$. Hence $c-E(T)\to E_0-(E_0-A)=A$.

The hypothesis `h` is the asymptotic property of the line. The theorem assumes neither the value of $c$ nor that of $s$; `hc` obtains the intercept from `asymptote_iff`, and `h1` subtracts the low-temperature limit from $E_0$.

```lean
/-- If the line `c + sT` is asymptotic to the gap at high temperature, its intercept `c`
exceeds the gap by an amount that tends to `A` as the temperature tends to zero. -/
theorem extrapolation_reveals_zero_point_shift (E0 A c s : ℝ) {θ : ℝ} (hθ : 0 < θ)
    (h : Tendsto (fun T => gap E0 A θ T - (c + s * T)) atTop (𝓝 0)) :
    Tendsto (fun T => c - gap E0 A θ T) (𝓝[>] 0) (𝓝 A) := by
  have hc := ((asymptote_iff E0 A c s hθ).mp h).1
  have h1 := (gap_limits E0 A hθ).2.const_sub E0
  rw [sub_sub_cancel] at h1
  rw [hc]
  exact h1

end

end PhononGapExtrapolation
```

```lean
#print axioms PhononGapExtrapolation.extrapolation_reveals_zero_point_shift
```

```
'PhononGapExtrapolation.extrapolation_reveals_zero_point_shift' depends on axioms: [propext, Classical.choice, Quot.sound]
```

The line has to be a true asymptote. Draw instead the line through the two points of the curve at $T=\theta/2$ and $T=\theta$. Its intercept is

$$2E(\theta/2)-E(\theta)=E_0-A\bigl(2\coth1-\coth\tfrac12\bigr)=E_0-A\tanh\tfrac12,$$

so it differs from the low-temperature limit of the gap by $A(1-\tanh\frac12)\approx0.54\,A$. For $A>0$, the extrapolation along this particular line finds little more than half of the zero-point shift.

An electronic-structure calculation with clamped nuclei contains no zero-point motion. For a gap that follows this one-mode formula, with $E_0$ identified with the clamped-nuclei gap, $A$ is the amount to subtract before comparing the calculated value with a low-temperature measurement.
